# At a fixed BCS gap D > 0, each mean particle number strictly between 0 and twice the number of levels fixes one chemical potential

Take M levels with real energies e_k, a gap D > 0 and a chemical potential μ, and write x_k = e_k − μ. The positive BCS amplitudes u_k, v_k satisfy

2 x_k u_k v_k = D (u_k² − v_k²),

and they are the only positive pair with u_k² + v_k² = 1 that does. For every real n with 0 < n < 2M, exactly one μ gives the mean particle number ∑ 2v_k² = n.

The gap stands for the pairing field, here the same for every level and held fixed as μ varies. It is an input: no gap equation is solved, and the BCS state enters only through its amplitudes. For a BCS reference in coupled-cluster work with finitely many levels, fixed level energies and a fixed uniform gap D > 0, adjusting μ so that the reference has a given mean electron number strictly between 0 and 2M is therefore a root search with one solution. The electron number of the correlated state is not treated here.

```lean
import Mathlib

open Filter Topology

namespace BCSReference

noncomputable section
```

## Amplitudes and particle number

For a level at distance x from μ, the quasiparticle energy is

E = √(x² + D²).

```lean
/-- The quasiparticle energy `E = √(x² + D²)` of a level at distance `x` from the chemical
potential, with gap `D`. -/
def quasiparticleEnergy (D x : ℝ) : ℝ := √(x ^ 2 + D ^ 2)
```

The probability that the level holds a pair is v² = (1 − x/E)/2.

```lean
/-- The pair occupation `(1 - x / E) / 2` of a level, for `x` and `D` not both zero. -/
def occupation (D x : ℝ) : ℝ := (1 - x / quasiparticleEnergy D x) / 2
```

The amplitudes are the nonnegative roots of this occupation and of its complement.

```lean
/-- The amplitude `v` for a level to hold a pair, for `x` and `D` not both zero. -/
def vAmp (D x : ℝ) : ℝ := √(occupation D x)

/-- The amplitude `u` for a level to be empty, for `x` and `D` not both zero. -/
def uAmp (D x : ℝ) : ℝ := √(1 - occupation D x)
```

Each level holds two electrons when occupied, so the mean particle number is N(μ) = ∑ 2v_k². In Lean the levels are a function `e : ι → ℝ` on a finite type, which allows degeneracies, and M is `Fintype.card ι`.

```lean
/-- The mean particle number `∑ 2 v_k²` of the BCS reference with levels `e k`, nonzero gap `D`
and chemical potential `μ`. -/
def particleNumber {ι : Type*} [Fintype ι] (D : ℝ) (e : ι → ℝ) (μ : ℝ) : ℝ :=
  ∑ k, 2 * vAmp D (e k - μ) ^ 2
```

## Every level is partly occupied

Since D² > 0, E is positive and E² = x² + D².

```lean
/-- For a positive gap the quasiparticle energy is positive, and its square is `x² + D²`. -/
theorem quasiparticleEnergy_pos_sq {D : ℝ} (hD : 0 < D) (x : ℝ) :
    0 < quasiparticleEnergy D x ∧ quasiparticleEnergy D x ^ 2 = x ^ 2 + D ^ 2 :=
  ⟨Real.sqrt_pos.2 (by positivity), Real.sq_sqrt (by positivity)⟩
```

Hence E > |x|, so −1 < x/E < 1 and 0 < v² < 1.

```lean
/-- For a positive gap every level is partially occupied: its pair occupation lies strictly
between 0 and 1. -/
theorem occupation_mem {D : ℝ} (hD : 0 < D) (x : ℝ) :
    0 < occupation D x ∧ occupation D x < 1 := by
  obtain ⟨hE, hE2⟩ := quasiparticleEnergy_pos_sq hD x
  have hD2 : 0 < D ^ 2 := by positivity
  -- the energy exceeds both `x` and `-x`
  have h1 : x < quasiparticleEnergy D x := Real.lt_sqrt_of_sq_lt (by linarith)
  have h2 : -x < quasiparticleEnergy D x :=
    Real.lt_sqrt_of_sq_lt (by rw [neg_sq]; linarith)
  have h3 : x / quasiparticleEnergy D x < 1 := (div_lt_one hE).2 h1
  have h4 : -1 < x / quasiparticleEnergy D x := by
    rw [lt_div_iff₀ hE]; linarith
  unfold occupation
  constructor <;> linarith
```

Both roots are therefore positive, and u² = 1 − v².

```lean
/-- For a positive gap both amplitudes are positive, `v²` is the pair occupation and
`u² = 1 - v²`. -/
theorem amplitudes {D : ℝ} (hD : 0 < D) (x : ℝ) :
    0 < vAmp D x ∧ 0 < uAmp D x ∧ vAmp D x ^ 2 = occupation D x ∧
      uAmp D x ^ 2 = 1 - vAmp D x ^ 2 := by
  obtain ⟨h0, h1⟩ := occupation_mem hD x
  have hv : vAmp D x ^ 2 = occupation D x := Real.sq_sqrt h0.le
  refine ⟨Real.sqrt_pos.2 h0, Real.sqrt_pos.2 (by linarith), hv, ?_⟩
  rw [hv]
  exact Real.sq_sqrt (by linarith)
```

## The amplitude relation and its converse

Put r = x/E, so that v² = (1 − r)/2 and u² = (1 + r)/2. Then

(2uvE)² = (1 − r²)E² = E² − x² = D².

Both 2uvE and D are positive, so 2uvE = D. It follows that

2xuv = r(2uvE) = rD = D(u² − v²).

In the code `hs` is 2uvE = D; `sq_eq_sq₀` removes the squares and `linear_combination` does the algebra.

```lean
/-- For a positive gap the BCS amplitudes satisfy `2 x u v = D (u² - v²)`. -/
theorem amplitude_relation {D : ℝ} (hD : 0 < D) (x : ℝ) :
    2 * x * uAmp D x * vAmp D x = D * (uAmp D x ^ 2 - vAmp D x ^ 2) := by
  obtain ⟨hE, hE2⟩ := quasiparticleEnergy_pos_sq hD x
  obtain ⟨hv, hu, hv2, hu2⟩ := amplitudes hD x
  obtain ⟨r, hr⟩ : ∃ r, r = x / quasiparticleEnergy D x := ⟨_, rfl⟩
  have hrE : r * quasiparticleEnergy D x = x := by
    rw [hr]; exact div_mul_cancel₀ x hE.ne'
  rw [occupation, ← hr] at hv2
  have hu3 : uAmp D x ^ 2 = (1 + r) / 2 := by rw [hu2, hv2]; ring
  -- the pairing amplitude: `2 u v E = D`
  have hs : 2 * (uAmp D x * vAmp D x) * quasiparticleEnergy D x = D := by
    refine (sq_eq_sq₀ (by positivity) hD.le).mp ?_
    linear_combination 4 * vAmp D x ^ 2 * quasiparticleEnergy D x ^ 2 * hu3
      + 2 * (1 + r) * quasiparticleEnergy D x ^ 2 * hv2 + hE2
      - (r * quasiparticleEnergy D x + x) * hrE
  linear_combination (-2 * uAmp D x * vAmp D x) * hrE + r * hs - D * hu3 + D * hv2
```

Conversely, let u, v > 0 satisfy u² + v² = 1 and the relation. Then

(2uvE)² = (2xuv)² + 4u²v²D² = D²[(u² − v²)² + 4u²v²] = D²(u² + v²)² = D²,

so again 2uvE = D. Multiplying the relation by E gives xD = DE(u² − v²), hence u² − v² = x/E. With the normalisation this fixes u² and v², and positivity fixes the signs.

```lean
/-- For a positive gap, positive normalised amplitudes that satisfy `2 x u v = D (u² - v²)`
are the BCS amplitudes. -/
theorem amplitudes_unique {D x u v : ℝ} (hD : 0 < D) (hu : 0 < u) (hv : 0 < v)
    (hn : u ^ 2 + v ^ 2 = 1) (h : 2 * x * u * v = D * (u ^ 2 - v ^ 2)) :
    u = uAmp D x ∧ v = vAmp D x := by
  obtain ⟨hE, hE2⟩ := quasiparticleEnergy_pos_sq hD x
  have hs : quasiparticleEnergy D x * (2 * u * v) = D := by
    refine (sq_eq_sq₀ (by positivity) hD.le).mp ?_
    linear_combination 4 * u ^ 2 * v ^ 2 * hE2 + (2 * x * u * v + D * (u ^ 2 - v ^ 2)) * h
      + D ^ 2 * (u ^ 2 + v ^ 2 + 1) * hn
  have hc : quasiparticleEnergy D x * (u ^ 2 - v ^ 2) = x := by
    apply mul_left_cancel₀ hD.ne'
    linear_combination (-quasiparticleEnergy D x) * h + x * hs
  have hx : x / quasiparticleEnergy D x = u ^ 2 - v ^ 2 := by
    rw [div_eq_iff hE.ne']; linear_combination -hc
  have ho : occupation D x = v ^ 2 := by
    rw [occupation, hx]; linear_combination (-1 / 2) * hn
  have ho' : 1 - occupation D x = u ^ 2 := by rw [ho]; linarith
  constructor
  · rw [uAmp, ho', Real.sqrt_sq hu.le]
  · rw [vAmp, ho, Real.sqrt_sq hv.le]
```

## The particle number rises with μ

From dE/dx = x/E,

d(x/E)/dx = (E − x²/E)/E² = D²/E³,

so d(v²)/dx = −D²/(2E³). Since dx_k/dμ = −1,

dN/dμ = ∑ D²/E_k³.

The code differentiates one occupation in `hocc`, then applies the chain rule and sums.

```lean
variable {ι : Type*} [Fintype ι]

/-- At fixed positive gap the particle number changes with the chemical potential at the rate
`∑ D² / E_k³`. -/
theorem hasDerivAt_particleNumber {D : ℝ} (hD : 0 < D) (e : ι → ℝ) (μ : ℝ) :
    HasDerivAt (particleNumber D e)
      (∑ k, D ^ 2 / quasiparticleEnergy D (e k - μ) ^ 3) μ := by
  -- derivative of a single occupation
  have hocc : ∀ x, HasDerivAt (occupation D)
      (-(D ^ 2 / (2 * quasiparticleEnergy D x ^ 3))) x := by
    intro x
    obtain ⟨hE, hE2⟩ := quasiparticleEnergy_pos_sq hD x
    have h1 : HasDerivAt (fun y : ℝ => y ^ 2 + D ^ 2) (2 * x) x := by
      simpa using (hasDerivAt_pow 2 x).add_const (D ^ 2)
    have h2 : HasDerivAt (quasiparticleEnergy D) (x / quasiparticleEnergy D x) x :=
      (h1.sqrt (by positivity)).congr_deriv (mul_div_mul_left x _ two_ne_zero)
    have h3 := (((hasDerivAt_id' x).fun_div h2 hE.ne').const_sub 1).div_const 2
    refine h3.congr_deriv ?_
    have hD2 : D ^ 2 = quasiparticleEnergy D x ^ 2 - x ^ 2 := by linarith
    rw [hD2]
    field_simp
  have hf : particleNumber D e = fun μ => ∑ k, 2 * occupation D (e k - μ) := by
    funext ν
    simp only [particleNumber, fun x => (amplitudes hD x).2.2.1]
  rw [hf]
  refine HasDerivAt.fun_sum fun k _ => ?_
  have h := ((hocc (e k - μ)).comp μ ((hasDerivAt_id' μ).const_sub (e k))).const_mul 2
  exact h.congr_deriv (by ring)
```

For x > 0 we have x ≤ E ≤ x + D, so

0 ≤ v² ≤ 1 − x/E ≤ D/E ≤ D/x → 0 as x → +∞.

This empties every level as μ → −∞. Changing x to −x turns v² into 1 − v², so every level fills as μ → +∞ and N → 2M.

```lean
/-- At fixed positive gap the particle number tends to 0 as the chemical potential goes to `-∞`,
and to twice the number of levels as it goes to `+∞`. -/
theorem particleNumber_limits {D : ℝ} (hD : 0 < D) (e : ι → ℝ) :
    Tendsto (particleNumber D e) atBot (𝓝 0) ∧
      Tendsto (particleNumber D e) atTop (𝓝 (2 * (Fintype.card ι : ℝ))) := by
  -- the occupation tends to 0 as `x → +∞`, since `1 - x / E ≤ D / x` for `x > 0`
  have h0 : Tendsto (occupation D) atTop (𝓝 0) := by
    refine squeeze_zero' (Eventually.of_forall fun x => (occupation_mem hD x).1.le) ?_
      (tendsto_id.const_div_atTop D)
    filter_upwards [eventually_gt_atTop (0 : ℝ)] with x hx
    obtain ⟨hE, hE2⟩ := quasiparticleEnergy_pos_sq hD x
    have hxD : 0 < x * D := mul_pos hx hD
    have h1 : quasiparticleEnergy D x ≤ x + D :=
      Real.sqrt_le_iff.2 ⟨by positivity, by nlinarith⟩
    have h2 : x ≤ quasiparticleEnergy D x := Real.le_sqrt_of_sq_le (by nlinarith)
    have h3 : 1 - x / quasiparticleEnergy D x ≤ D / quasiparticleEnergy D x := by
      rw [sub_le_iff_le_add, ← add_div, le_div_iff₀ hE]; linarith
    have h4 : D / quasiparticleEnergy D x ≤ D / x := by gcongr
    have h5 : 0 < D / x := div_pos hD hx
    change (1 - x / quasiparticleEnergy D x) / 2 ≤ D / x
    linarith
  have hf : particleNumber D e = fun μ => ∑ k, 2 * occupation D (e k - μ) := by
    funext ν
    simp only [particleNumber, fun x => (amplitudes hD x).2.2.1]
  rw [hf]
  constructor
  · have h : ∀ k, Tendsto (fun μ : ℝ => e k - μ) atBot atTop := fun k => by
      simpa only [sub_eq_add_neg] using
        tendsto_atTop_add_const_left atBot (e k) tendsto_neg_atBot_atTop
    have hs := tendsto_finsetSum Finset.univ
      fun k (_ : k ∈ Finset.univ) => (h0.comp (h k)).const_mul 2
    simpa using hs
  · -- reflection about the chemical potential exchanges particles and holes
    have hr : ∀ k μ, occupation D (e k - μ) = 1 - occupation D (μ + -e k) := fun k μ => by
      rw [show e k - μ = -(μ + -e k) by ring]
      simp only [occupation, quasiparticleEnergy, neg_sq]
      ring
    have h : ∀ k, Tendsto (fun μ : ℝ => μ + -e k) atTop atTop := fun k =>
      tendsto_atTop_add_const_right atTop (-e k) tendsto_id
    have hs := tendsto_finsetSum Finset.univ
      fun k (_ : k ∈ Finset.univ) => ((h0.comp (h k)).const_sub 1).const_mul 2
    have hc : ∑ _k : ι, (2 : ℝ) * (1 - 0) = 2 * (Fintype.card ι : ℝ) := by
      simp [mul_comm]
    rw [hc] at hs
    simp only [hr]
    exact hs
```

With at least one level, summing 0 < 2v_k² < 2 gives 0 < N(μ) < 2M.

```lean
/-- With a positive gap and at least one level, the particle number lies strictly between 0 and
twice the number of levels. -/
theorem particleNumber_mem [Nonempty ι] {D : ℝ} (hD : 0 < D) (e : ι → ℝ) (μ : ℝ) :
    0 < particleNumber D e μ ∧ particleNumber D e μ < 2 * (Fintype.card ι : ℝ) := by
  simp only [particleNumber, fun x => (amplitudes hD x).2.2.1]
  constructor
  · exact Finset.sum_pos (fun k _ => by linarith [(occupation_mem hD (e k - μ)).1])
      Finset.univ_nonempty
  · have hc : ∑ _k : ι, (2 : ℝ) = 2 * (Fintype.card ι : ℝ) := by simp [mul_comm]
    rw [← hc]
    exact Finset.sum_lt_sum_of_nonempty Finset.univ_nonempty
      fun k _ => by linarith [(occupation_mem hD (e k - μ)).2]
```

## One chemical potential for each n

If 0 < n < 2M, there is at least one level, so dN/dμ > 0 and N is strictly increasing: no two values of μ give the same n. The limits supply a with N(a) < n and b with N(b) > n, and continuity supplies a μ with N(μ) = n. The symbol `∃!` states existence and uniqueness together.

```lean
/-- At fixed positive gap, each particle number strictly between 0 and twice the number of levels
is attained at exactly one chemical potential. -/
theorem existsUnique_chemicalPotential {D n : ℝ} (hD : 0 < D) (e : ι → ℝ)
    (h0 : 0 < n) (h1 : n < 2 * (Fintype.card ι : ℝ)) :
    ∃! μ, particleNumber D e μ = n := by
  rcases isEmpty_or_nonempty ι with hι | hι
  · simp only [Fintype.card_eq_zero, Nat.cast_zero, mul_zero] at h1
    linarith
  -- uniqueness: the particle number increases strictly
  have hmono : StrictMono (particleNumber D e) := strictMono_of_deriv_pos fun μ => by
    rw [(hasDerivAt_particleNumber hD e μ).deriv]
    refine Finset.sum_pos (fun k _ => ?_) Finset.univ_nonempty
    have hE := (quasiparticleEnergy_pos_sq hD (e k - μ)).1
    positivity
  -- existence: intermediate values between the two limits
  have hcont : Continuous (particleNumber D e) := continuous_iff_continuousAt.2
    fun μ => (hasDerivAt_particleNumber hD e μ).continuousAt
  obtain ⟨hbot, htop⟩ := particleNumber_limits hD e
  obtain ⟨a, ha⟩ := (hbot.eventually_lt_const h0).exists
  obtain ⟨b, hb⟩ := (htop.eventually_const_lt h1).exists
  obtain ⟨μ, hμ⟩ := mem_range_of_exists_le_of_exists_ge hcont ⟨a, ha.le⟩ ⟨b, hb.le⟩
  exact ⟨μ, hμ, fun ν hν => hmono.injective (hν.trans hμ.symm)⟩
```

Without a gap, uniqueness can fail. With D = 0 and levels 0 and 1, every μ strictly between them fills the lower level and empties the upper one, so N(μ) = 2 throughout that interval.

## Half filling of a symmetric spectrum

Let D > 0 again, and suppose that a permutation σ of the levels satisfies e_σ(k) = 2c − e_k. At μ = c it sends x_k to −x_k, so

∑ v_k² = ∑ (1 − v_k²) = M − ∑ v_k²,

and N(c) = M. For M ≥ 1, uniqueness makes c the only such μ.

For example, take levels −3 and 3, D = 4 and μ = 0. Both have E = 5; the occupations are 4/5 and 1/5, so N = 2 = M. For the upper level uv = 2/5, and both sides of the amplitude relation equal 12/5.

```lean
/-- For a positive gap and a nonempty spectrum that a permutation of the levels reflects about
`c`, the particle number equals the number of levels exactly when the chemical potential is `c`. -/
theorem half_filling_iff [Nonempty ι] {D c : ℝ} (hD : 0 < D) (e : ι → ℝ)
    (σ : Equiv.Perm ι) (hσ : ∀ k, e (σ k) = 2 * c - e k) (μ : ℝ) :
    particleNumber D e μ = (Fintype.card ι : ℝ) ↔ μ = c := by
  -- reflected levels have complementary occupations
  have hsum : ∑ k, occupation D (e k - c) = ∑ k, (1 - occupation D (e k - c)) := by
    refine (Equiv.sum_comp σ (fun k => occupation D (e k - c))).symm.trans
      (Finset.sum_congr rfl fun k _ => ?_)
    change occupation D (e (σ k) - c) = 1 - occupation D (e k - c)
    rw [hσ, show 2 * c - e k - c = -(e k - c) by ring]
    simp only [occupation, quasiparticleEnergy, neg_sq]
    ring
  simp only [Finset.sum_sub_distrib, Finset.sum_const, Finset.card_univ, nsmul_eq_mul,
    mul_one] at hsum
  have hc : particleNumber D e c = (Fintype.card ι : ℝ) := by
    simp only [particleNumber, fun x => (amplitudes hD x).2.2.1]
    rw [← Finset.mul_sum]
    linarith
  have hM : (0 : ℝ) < (Fintype.card ι : ℝ) := Nat.cast_pos.2 Fintype.card_pos
  constructor
  · intro h
    exact (existsUnique_chemicalPotential hD e hM (by linarith)).unique h hc
  · intro h
    rw [h, hc]

end

end BCSReference
```

```lean
#print axioms BCSReference.amplitudes_unique
-- 'BCSReference.amplitudes_unique' depends on axioms: [propext, Classical.choice, Quot.sound]
#print axioms BCSReference.particleNumber_mem
-- 'BCSReference.particleNumber_mem' depends on axioms: [propext, Classical.choice, Quot.sound]
#print axioms BCSReference.existsUnique_chemicalPotential
-- 'BCSReference.existsUnique_chemicalPotential' depends on axioms: [propext, Classical.choice, Quot.sound]
#print axioms BCSReference.half_filling_iff
-- 'BCSReference.half_filling_iff' depends on axioms: [propext, Classical.choice, Quot.sound]
```
